# Curl's relation in a second-order model with one spin-orbit and one rotational constant

## One axis and one excited state

Take a molecule with a single relevant axis and a single excited orbital state at energy $\Delta\neq 0$ above the ground state. The orbital angular momentum $L$ connects the two states with real amplitude $l$ and has no expectation value in the ground state. Let $L$ be multiplied by

$$W = A S - 2B N + \mu b ,$$

where, with angular momenta in units of $\hbar$, $S$ is the electron spin, $N$ the total angular momentum without spin (molecular rotation plus $L$), $b$ the magnetic field, $A$ the spin-orbit constant, $B$ the rotational constant and $\mu$ the Bohr magneton. Second-order perturbation theory gives $-\Lambda W^2$ with $\Lambda=l^2/\Delta$. If $N$ and $S$ commute, the square contains two cross terms with $S$:

$$-\Lambda W^2 = \dots - 2A\Lambda\,\mu bS + 4AB\Lambda\, NS .$$

The first is a shift $\Delta g=-2A\Lambda$ of the spin $g$-factor, the second a spin-rotation coupling $\gamma=4AB\Lambda$. For $B\neq0$ it follows that $\Delta g=-\gamma/(2B)$. Both constants come from the same virtual excitation: the spin enters it through $A$, and either the field or the rotation completes it.

## Where the three couplings come from

With several axes, the perturbation is $\sum_a L_aW_a$, where $W_a=AS_a-2BN_a+\mu b_a$. The term $AS_a$ is spin-orbit coupling and $\mu b_a$ is the orbital Zeeman effect. The term $-2BN_a$ is the cross term of the rotational energy $B(N-L)^2$.

For a non-degenerate ground state with real orbitals, the matrix elements of $L_a$ to real excited states are imaginary. A change of phase of each excited state makes them real numbers $l_{na}$. With excitation energies $\Delta_n\neq0$, the first-order amplitudes $X_n$ satisfy

$$\Delta_nX_n=-\sum_a l_{na}W_a .$$

Inserting the solution into the second-order expression gives

$$\sum_n\Big(\sum_a l_{na}W_a\Big)X_n=-\sum_{a,b}\Lambda_{ab}W_aW_b,\qquad \Lambda_{ab}=\sum_n\frac{l_{na}l_{nb}}{\Delta_n}.$$

The tensor $\Lambda$ is symmetric because the amplitudes are real.

## Expanding the quadratic form

Write $M[X,Y]=\sum_{a,b}M_{ab}X_aY_b$ for a real matrix $M$. Keeping the order of the factors,

$$\begin{aligned}\Lambda[W,W]={}&A^2\Lambda[S,S]+4B^2\Lambda[N,N]+\mu^2\Lambda[b,b]\\&-2AB\,(\Lambda[S,N]+\Lambda[N,S])\\&+A\mu\,(\Lambda[S,b]+\Lambda[b,S])-2B\mu\,(\Lambda[N,b]+\Lambda[b,N]).\end{aligned}$$

Commutation and symmetry merge each pair:

$$\Lambda[S,N]=\sum_{a,b}\Lambda_{ab}S_aN_b=\sum_{a,b}\Lambda_{ba}N_bS_a=\Lambda[N,S].$$

The field components are numbers, so the same argument applies to the other two pairs. Hence

$$\begin{aligned}-\Lambda[W,W]={}&-A^2\Lambda[S,S]-4B^2\Lambda[N,N]+4B\mu\Lambda[N,b]-\mu^2\Lambda[b,b]\\&+\mu\,\Delta g[b,S]+\gamma[N,S],\end{aligned}$$

with $\Delta g=-2A\Lambda$ and $\gamma=4AB\Lambda$.

If $A>0$ and all $\Delta_n>0$, then $\Lambda_{aa}=\sum_n l_{na}^2/\Delta_n$ is positive as soon as one $l_{na}$ is nonzero, and the diagonal shift $\Delta g_{aa}$ is negative.

## Reading the tensors off the operator

Now suppose only that some real tensors $g$ and $\gamma$, put in the places of $\Delta g$ and $\gamma$ above, reproduce $-\Lambda[W,W]$ in every field. Subtracting the two expressions gives

$$\mu\,(g+2A\Lambda)[b,S]+(\gamma-4AB\Lambda)[N,S]=0\quad\text{for all } b .$$

At $b=0$ only the second term is left. If the products $N_aS_b$ are linearly independent, $\gamma=4AB\Lambda$. For $\mu\neq0$, the matrix $M=g+2A\Lambda$ then satisfies $M[b,S]=0$ in every field. A unit field along axis $a$ gives $\sum_kM_{ak}S_k=0$. Multiplication by $N_a$ from the left gives $\sum_kM_{ak}N_aS_k=0$, so every $M_{ak}$ vanishes and $g=-2A\Lambda$. For $B\neq0$ this is

$$g=-\frac{\gamma}{2B}.$$

Linear independence is needed here. Take one axis, $A=B=\mu=\Lambda=1$, $S=\sigma_z/2$ and $N=0$, as in a rotationless level. The operator is $-(\sigma_z/2+b)^2=-\tfrac14-b\sigma_z-b^2$, which forces $g=-2$. The term $\gamma NS$ is zero whatever $\gamma$ is, so $\gamma=0$ also reproduces the operator, and the relation fails.

## The statement in Lean

The operators live in `R`, any ring that is an algebra over the reals; matrices are one example. The axes form a finite type `ι` and the excited states a finite type `κ`. The contraction $M[X,Y]$ is `pair M X Y`, the field is a real vector turned into scalar operators by `fieldOp`, and $W$ is `coupling`. The sum-over-states tensor is `orbitalTensor`.

In `spinHamiltonian` the tensors `g` and `γ` are free arguments. `effective_spinHamiltonian` shows that the values $-2A\Lambda$ and $4AB\Lambda$ work. `curl_relation` takes arbitrary `g` and `γ` that reproduce the operator in every field (`h`), and concludes `g = (-(1 / (2 * B))) • γ`. Its other hypotheses are `hB`, `hμ`, the symmetry `hΛ`, the commutation `hNS` and the linear independence `hind`. The convention is that $g$ enters as $+\mu\sum_{a,b} g_{ab}b_aS_b$, with the field on the first index.

For real molecules Curl's relation is an approximation. The equality here is exact within a model that contains only the second-order orbital contribution. The model is also simplified by taking one $A$ for all states and one $B$ for all axes. First-order contributions to the spin-rotation coupling and to the $g$-shift are absent, as is the free-spin Zeeman term, to which $g$ is a shift. The second-order expression is taken as the starting point and not derived from a Schrödinger equation. Commutation is an idealisation too: in a rotating molecule, the body-fixed components of spin and field depend on the orientation and do not commute with $N$.

Within this model, the relation connects a quantity seen in magnetic resonance, the $g$-shift, with one seen in rotational spectra, the spin-rotation tensor.

```lean
import Mathlib

open Matrix
open scoped Kronecker

namespace CurlRelation

noncomputable section

variable {ι κ R : Type*} [Fintype ι] [Fintype κ] [Ring R] [Algebra ℝ R]

/-- The contraction `∑ M_ab X_a Y_b` of two vector operators with a real tensor. -/
def pair (M : Matrix ι ι ℝ) (X Y : ι → R) : R :=
  ∑ a, ∑ b, M a b • (X a * Y b)

/-- The components of a static magnetic field, as scalar operators. -/
def fieldOp (b : ι → ℝ) : ι → R := fun a => algebraMap ℝ R (b a)

/-- The operator `W_a = A S_a - 2B N_a + μ b_a` that multiplies the orbital angular
momentum `L_a`: spin-orbit coupling, rotation and orbital Zeeman effect. -/
def coupling (A B μ : ℝ) (N S : ι → R) (b : ι → ℝ) : ι → R :=
  fun a => A • S a - (2 * B) • N a + μ • fieldOp b a

/-- The spin Hamiltonian with g-shift `g` and spin-rotation tensor `γ`, together with the
second-order spin-spin, rotational and rotational Zeeman terms and the term quadratic in the field.
-/
def spinHamiltonian (A B μ : ℝ) (Λ g γ : Matrix ι ι ℝ) (N S : ι → R) (b : ι → ℝ) : R :=
  -(A ^ 2) • pair Λ S S - (4 * B ^ 2) • pair Λ N N + (4 * B * μ) • pair Λ N (fieldOp b)
    - (μ ^ 2) • pair Λ (fieldOp b) (fieldOp b)
    + μ • pair g (fieldOp b) S + pair γ N S

/-- The tensor `Λ_ab = ∑ₙ l_na l_nb / Δₙ` built from real transition amplitudes `l_na` of
`L_a` and excitation energies `Δₙ`, which are meant to be nonzero. -/
def orbitalTensor (l : κ → ι → ℝ) (Δ : κ → ℝ) : Matrix ι ι ℝ :=
  Matrix.of fun a b => ∑ n, l n a * l n b / Δ n

omit [Fintype ι] in
/-- The sum-over-states tensor with real amplitudes is symmetric. -/
theorem orbitalTensor_isSymm (l : κ → ι → ℝ) (Δ : κ → ℝ) :
    (orbitalTensor l Δ).IsSymm :=
  Matrix.IsSymm.ext fun i j => by simp [orbitalTensor, mul_comm]

/-- If the excited amplitudes `Xₙ` solve the first-order equations `Δₙ Xₙ = -∑ l_na W_a`
with nonzero excitation energies, the second-order operator is `-∑ Λ_ab W_a W_b`. -/
theorem second_order_operator (l : κ → ι → ℝ) (Δ : κ → ℝ) (hΔ : ∀ n, Δ n ≠ 0)
    (W : ι → R) (X : κ → R) (hX : ∀ n, Δ n • X n = -∑ a, l n a • W a) :
    ∑ n, (∑ a, l n a • W a) * X n = -pair (orbitalTensor l Δ) W W := by
  -- solve for the first-order amplitudes
  have hX' : ∀ n, X n = -((Δ n)⁻¹ • ∑ a, l n a • W a) := fun n => by
    rw [← inv_smul_smul₀ (hΔ n) (X n), hX, smul_neg]
  simp only [hX', mul_neg, Finset.sum_neg_distrib]
  congr 1
  simp only [pair, orbitalTensor, Matrix.of_apply, Finset.sum_smul, mul_smul_comm,
    Finset.sum_mul_sum, Finset.smul_sum]
  -- carry the sum over excited states inside
  refine Finset.sum_comm.trans (Finset.sum_congr rfl fun a _ =>
    Finset.sum_comm.trans (Finset.sum_congr rfl fun b _ =>
      Finset.sum_congr rfl fun n _ => ?_))
  simp only [smul_mul_assoc, smul_smul]
  congr 1
  ring

/-- For a symmetric tensor and mutually commuting vector operators, the two orders of
the contraction agree. -/
theorem pair_comm {Λ : Matrix ι ι ℝ} (hΛ : Λ.IsSymm) {X Y : ι → R}
    (h : ∀ a b, Commute (X a) (Y b)) : pair Λ X Y = pair Λ Y X := by
  unfold pair
  refine Finset.sum_comm.trans (Finset.sum_congr rfl fun b _ =>
    Finset.sum_congr rfl fun a _ => ?_)
  rw [hΛ.apply b a, (h a b).eq]

/-- For symmetric `Λ` and `N` commuting with `S`, the second-order operator is the spin
Hamiltonian with g-shift `-2AΛ` and spin-rotation tensor `4ABΛ`. -/
theorem effective_spinHamiltonian (A B μ : ℝ) {Λ : Matrix ι ι ℝ} (hΛ : Λ.IsSymm)
    {N S : ι → R} (hNS : ∀ a b, Commute (N a) (S b)) (b : ι → ℝ) :
    -pair Λ (coupling A B μ N S b) (coupling A B μ N S b) =
      spinHamiltonian A B μ Λ ((-2 * A) • Λ) ((4 * A * B) • Λ) N S b := by
  have expand : pair Λ (coupling A B μ N S b) (coupling A B μ N S b) =
      (A ^ 2) • pair Λ S S + (4 * B ^ 2) • pair Λ N N
      + (μ ^ 2) • pair Λ (fieldOp b) (fieldOp b)
      + (-2 * A * B) • (pair Λ S N + pair Λ N S)
      + (A * μ) • (pair Λ S (fieldOp b) + pair Λ (fieldOp b) S)
      + (-2 * B * μ) • (pair Λ N (fieldOp b) + pair Λ (fieldOp b) N) := by
    simp only [pair, coupling, Finset.smul_sum, ← Finset.sum_add_distrib]
    refine Finset.sum_congr rfl fun i _ => Finset.sum_congr rfl fun j _ => ?_
    simp only [mul_add, add_mul, mul_sub, sub_mul, smul_mul_assoc, mul_smul_comm]
    module
  have scale : ∀ (r : ℝ) (X Y : ι → R), pair (r • Λ) X Y = r • pair Λ X Y := by
    intro r X Y
    simp only [pair, Finset.smul_sum, Matrix.smul_apply, smul_eq_mul, mul_smul]
  -- the mixed terms merge in pairs
  have hSN : pair Λ S N = pair Λ N S := pair_comm hΛ fun i j => (hNS j i).symm
  have hb : ∀ X : ι → R, pair Λ X (fieldOp b) = pair Λ (fieldOp b) X := fun X =>
    (pair_comm hΛ fun i j => Algebra.commutes (b i) (X j)).symm
  rw [expand, hSN, hb S, hb N]
  simp only [spinHamiltonian, scale, hb N]
  module

/-- If the products `N_a S_b` are linearly independent, a Zeeman tensor whose coupling
`∑ M_ab b_a S_b` vanishes in every field is zero. -/
theorem zeeman_tensor_eq_zero {N S : ι → R}
    (hind : ∀ c : Matrix ι ι ℝ, pair c N S = 0 → c = 0) {M : Matrix ι ι ℝ}
    (h : ∀ b : ι → ℝ, pair M (fieldOp b) S = 0) : M = 0 := by
  classical
  ext a j
  -- a unit field along axis a selects one row of the tensor
  have hrow : ∑ k, M a k • S k = 0 := by
    refine Eq.trans (Eq.symm ?_) (h (Pi.single a 1))
    unfold pair
    rw [Finset.sum_eq_single a]
    · simp [fieldOp]
    · intro i _ hi
      simp [fieldOp, hi]
    · simp
  have hc := hind (Matrix.of fun i k => if i = a then M a k else 0) (by
    unfold pair
    rw [Finset.sum_eq_single a]
    · have e := congrArg (fun x => N a * x) hrow
      simpa [Finset.mul_sum] using e
    · intro i _ hi
      simp [hi]
    · simp)
  simpa using congrFun (congrFun hc a) j

/-- **Curl's relation.** Let `Λ` be symmetric, `N` commute with `S`, the products `N_a S_b`
be linearly independent, and `B`, `μ` be nonzero. If `g` and `γ` reproduce the second-order
operator in every field, then `g = -γ/(2B)`. -/
theorem curl_relation {A B μ : ℝ} (hB : B ≠ 0) (hμ : μ ≠ 0)
    {Λ g γ : Matrix ι ι ℝ} (hΛ : Λ.IsSymm) {N S : ι → R}
    (hNS : ∀ a b, Commute (N a) (S b))
    (hind : ∀ c : Matrix ι ι ℝ, pair c N S = 0 → c = 0)
    (h : ∀ b, -pair Λ (coupling A B μ N S b) (coupling A B μ N S b) =
      spinHamiltonian A B μ Λ g γ N S b) :
    g = (-(1 / (2 * B))) • γ := by
  have psub : ∀ (M M' : Matrix ι ι ℝ) (X Y : ι → R),
      pair (M - M') X Y = pair M X Y - pair M' X Y := by
    intro M M' X Y
    simp only [pair, Matrix.sub_apply, sub_smul, Finset.sum_sub_distrib]
  have hdiff : ∀ b : ι → ℝ, μ • pair (g - (-2 * A) • Λ) (fieldOp b) S
      + pair (γ - (4 * A * B) • Λ) N S = 0 := by
    intro b
    have e := (h b).symm.trans (effective_spinHamiltonian A B μ hΛ hNS b)
    simp only [spinHamiltonian] at e
    rw [psub, psub]
    linear_combination (norm := module) e
  -- zero field isolates the spin-rotation tensor
  have hγ0 : pair (γ - (4 * A * B) • Λ) N S = 0 := by
    have e := hdiff 0
    have z : pair (g - (-2 * A) • Λ) (fieldOp 0) S = 0 := by
      simp [pair, fieldOp]
    rwa [z, smul_zero, zero_add] at e
  have hγ := sub_eq_zero.mp (hind _ hγ0)
  -- the remaining field dependence isolates the g-shift
  have hg := sub_eq_zero.mp (zeeman_tensor_eq_zero hind fun b => by
    have e := hdiff b
    rw [hγ0, add_zero] at e
    rw [← inv_smul_smul₀ hμ (pair (g - (-2 * A) • Λ) (fieldOp b) S), e, smul_zero])
  rw [hg, hγ, smul_smul]
  congr 1
  linear_combination (2 * A) * inv_mul_cancel₀ hB

omit [Fintype ι] in
/-- For positive `A` and positive excitation energies, the diagonal g-shift along an axis
with some nonzero transition amplitude is negative. -/
theorem g_shift_neg {A : ℝ} (hA : 0 < A) (l : κ → ι → ℝ) (Δ : κ → ℝ)
    (hΔ : ∀ n, 0 < Δ n) (a : ι) (hl : ∃ n, l n a ≠ 0) :
    ((-2 * A) • orbitalTensor l Δ) a a < 0 := by
  obtain ⟨n, hn⟩ := hl
  have hpos : 0 < orbitalTensor l Δ a a :=
    Finset.sum_pos' (fun m _ => div_nonneg (mul_self_nonneg _) (hΔ m).le)
      ⟨n, Finset.mem_univ n, div_pos (mul_self_pos.mpr hn) (hΔ n)⟩
  simp only [Matrix.smul_apply, smul_eq_mul]
  nlinarith [mul_pos hA hpos]

/-- The three Pauli matrices. -/
def pauli : Fin 3 → Matrix (Fin 2) (Fin 2) ℂ :=
  ![!![0, 1; 1, 0], !![0, -Complex.I; Complex.I, 0], !![1, 0; 0, -1]]

/-- Pauli matrices acting on two different tensor factors commute, and their products are
linearly independent over the reals. -/
theorem curl_relation_witness :
    (∀ a b, Commute (pauli a ⊗ₖ (1 : Matrix (Fin 2) (Fin 2) ℂ))
      ((1 : Matrix (Fin 2) (Fin 2) ℂ) ⊗ₖ pauli b)) ∧
    ∀ c : Matrix (Fin 3) (Fin 3) ℝ,
      pair c (fun a => pauli a ⊗ₖ (1 : Matrix (Fin 2) (Fin 2) ℂ))
        (fun b => (1 : Matrix (Fin 2) (Fin 2) ℂ) ⊗ₖ pauli b) = 0 → c = 0 := by
  constructor
  · intro a b
    show _ * _ = _ * _
    rw [← Matrix.mul_kronecker_mul, ← Matrix.mul_kronecker_mul]
    simp only [one_mul, mul_one]
  · intro c h
    have key : ∀ i j k m : Fin 2,
        ∑ a, ∑ b, (c a b : ℂ) * (pauli a i j * pauli b k m) = 0 := by
      intro i j k m
      have e := congrFun (congrFun h (i, k)) (j, m)
      simpa only [pair, ← Matrix.mul_kronecker_mul, one_mul, mul_one, Matrix.sum_apply,
        Matrix.smul_apply, Matrix.kroneckerMap_apply, Complex.real_smul,
        Matrix.zero_apply] using e
    -- real and imaginary parts of five matrix entries fix all nine coefficients
    have r1 := congrArg Complex.re (key 0 0 0 0)
    have r2 := congrArg Complex.re (key 0 0 0 1)
    have r3 := congrArg Complex.im (key 0 0 0 1)
    have r4 := congrArg Complex.re (key 0 1 0 0)
    have r5 := congrArg Complex.im (key 0 1 0 0)
    have r6 := congrArg Complex.re (key 0 1 0 1)
    have r7 := congrArg Complex.im (key 0 1 0 1)
    have r8 := congrArg Complex.re (key 0 1 1 0)
    have r9 := congrArg Complex.im (key 0 1 1 0)
    simp [pauli, Fin.sum_univ_three] at r1 r2 r3 r4 r5 r6 r7 r8 r9
    ext a b
    fin_cases a <;> fin_cases b <;> simp <;> linarith

end

end CurlRelation
```

```lean
#print axioms CurlRelation.orbitalTensor_isSymm
#print axioms CurlRelation.second_order_operator
#print axioms CurlRelation.curl_relation
#print axioms CurlRelation.g_shift_neg
```

```
'CurlRelation.orbitalTensor_isSymm' depends on axioms: [propext, Classical.choice, Quot.sound]
'CurlRelation.second_order_operator' depends on axioms: [propext, Classical.choice, Quot.sound]
'CurlRelation.curl_relation' depends on axioms: [propext, Classical.choice, Quot.sound]
'CurlRelation.g_shift_neg' depends on axioms: [propext, Classical.choice, Quot.sound]
```

## From amplitudes to the spin Hamiltonian

`second_order_operator` first solves the amplitude equations by multiplying with $\Delta_n^{-1}$, which is where `hΔ` is used. It then multiplies out the two sums over axes and moves the sum over excited states inside with `Finset.sum_comm`, where it becomes $\Lambda_{ab}$. `orbitalTensor_isSymm` supplies the symmetry that the later theorems require of $\Lambda$.

`pair_comm` is the merging step: exchange the sums, use $\Lambda_{ab}=\Lambda_{ba}$, and commute the factors. In `effective_spinHamiltonian`, the intermediate claim `expand` is the six-group expansion above. It is checked term by term: `simp` distributes the products without reordering them, and `module` compares the real coefficients. The facts `hSN` and `hb` then merge the mixed terms, and a last `module` collects the result.

## From the operator back to the tensors

`zeeman_tensor_eq_zero` is the unit-field argument. The field `Pi.single a 1` selects row $a$ of $M$, which gives `hrow`. Multiplying by `N a` turns this into a vanishing combination of products, and `hind` is applied to the matrix that has row $a$ of $M$ and zeros elsewhere.

In `curl_relation`, `hdiff` is the subtracted equation. Setting the field to zero gives `hγ0` and then `hγ`; removing the factor $\mu$ and applying the previous lemma gives `hg`. The final `linear_combination` is the arithmetic $-2A=-4AB/(2B)$.

`g_shift_neg` follows the sign argument: a finite sum of non-negative terms with one positive term is positive.

## Pauli matrices as a test of the operator hypotheses

`curl_relation_witness` takes $N_a=\sigma_a\otimes1$ and $S_b=1\otimes\sigma_b$ and proves both commutation and linear independence. Spin-½ operators are half of these matrices, and the factor affects neither property. The first factor is only an algebraic stand-in for molecular rotation.

Commutation follows from the product rule for Kronecker products. For independence, suppose $\sum_{a,b}c_{ab}\,\sigma_a\otimes\sigma_b=0$ with real $c_{ab}$ and indices $0,1,2$. Five matrix entries give

$$c_{22},\quad c_{20}-ic_{21},\quad c_{02}-ic_{12},$$
$$c_{00}-c_{11}-i(c_{01}+c_{10}),\quad c_{00}+c_{11}+i(c_{01}-c_{10}),$$

all equal to zero. Their real and imaginary parts are the equations `r1` to `r9`, from which `linarith` obtains that all nine coefficients vanish.
